# With a fixed Fock matrix and non-degenerate levels, promoting one electron of the ground determinant from level i to level a gives a saddle of order a − i

In the basis of its eigenorbitals, the Fock matrix F is diagonal, with orbital energies e_p. It is held fixed while the orbitals rotate, so the response of F to the density is left out and the electrons are treated as non-interacting. For such electrons, the result gives the saddle order to aim for when an excited determinant is sought by direct orbital optimisation.

The orbitals are real and finite in number, and are indexed by `n`.

In Lean 4 with Mathlib:

```lean
import Mathlib

open Matrix
open NormedSpace (exp)

namespace ExcitedDeterminantSaddle

noncomputable section

variable {n : Type*} [Fintype n] [DecidableEq n]
```

A determinant is specified by its occupied set S. Each orbital q has occupation f_q = 1 if q is in S and f_q = 0 otherwise.

```lean
/-- The occupation number of each orbital: one on the occupied set `S`, zero elsewhere. -/
def filling (S : Finset n) (q : n) : ℝ := if q ∈ S then 1 else 0
```

Its density matrix P is diagonal, with entries f_q.

```lean
/-- The density matrix of the determinant with occupied set `S`, in the orbital basis. -/
def density (S : Finset n) : Matrix n n ℝ := diagonal (filling S)
```

A real antisymmetric matrix K generates the rotation exp(tK). For any matrix A in the place of P, define

E_A(t) = Tr(F exp(tK) A exp(−tK)).

Keeping A general lets the same derivative formula be applied twice.

```lean
/-- The energy `Tr (F exp(tK) A exp(-tK))` of a matrix `A` rotated by the generator `K`,
for a fixed Fock matrix `F` with orbital energies `e`. -/
def rotatedEnergy (e : n → ℝ) (A K : Matrix n n ℝ) (t : ℝ) : ℝ :=
  trace (diagonal e * exp (t • K) * A * exp (t • (-K)))
```

The curvature along K is the second derivative of E_P at t = 0.

```lean
/-- The second derivative at `t = 0` of the energy of the determinant `S` along `exp(tK)`. -/
def curvature (e : n → ℝ) (S : Finset n) (K : Matrix n n ℝ) : ℝ :=
  deriv (deriv (rotatedEnergy e (density S) K)) 0
```

Call a pair (p, q) downhill if p is empty, q is occupied and e_p < e_q.

```lean
/-- The pairs (empty `p`, occupied `q`) in which the empty level lies below the occupied one. -/
def downhill (e : n → ℝ) (S : Finset n) : Finset (n × n) :=
  (Sᶜ ×ˢ S).filter (fun z => e z.1 < e z.2)
```

The saddle order is the largest dimension of a space of antisymmetric generators whose nonzero elements all have negative curvature. `IsGreatest` requires that some space attains this dimension and that none exceeds it.

```lean
/-- `d` is the saddle order of the determinant `S`: the largest dimension of a space of
antisymmetric generators whose nonzero elements all have negative curvature. -/
def IsSaddleOrder (e : n → ℝ) (S : Finset n) (d : ℕ) : Prop :=
  IsGreatest {d | ∃ W : Submodule ℝ (Matrix n n ℝ),
    (∀ K ∈ W, Kᵀ = -K ∧ (K ≠ 0 → curvature e S K < 0)) ∧ Module.finrank ℝ W = d} d
```

## Two derivatives give a double commutator

Since K commutes with exp(tK), the product rule gives

E_A′(t) = Tr(F exp(tK) (KA − AK) exp(−tK)).

Differentiation therefore replaces A by [K, A]. The proof differentiates the two exponentials, passes the derivative through the trace, and collects the terms with `noncomm_ring`.

```lean
open scoped Matrix.Norms.Operator in
/-- Differentiating the rotated energy replaces the rotated matrix `A` by the commutator
of the generator with `A`. -/
theorem hasDerivAt_rotatedEnergy (e : n → ℝ) (A K : Matrix n n ℝ) (t : ℝ) :
    HasDerivAt (rotatedEnergy e A K) (rotatedEnergy e (K * A - A * K) K t) t := by
  have h := (((hasDerivAt_exp_smul_const K t).const_mul (diagonal e)).mul_const A).mul
    (hasDerivAt_exp_smul_const' (-K) t)
  -- the trace is a continuous linear map
  refine ((LinearMap.toContinuousLinearMap
    (Matrix.traceLinearMap n ℝ ℝ)).hasFDerivAt.comp_hasDerivAt t h).congr_deriv ?_
  change trace (diagonal e * (exp (t • K) * K) * A * exp (t • (-K))
      + diagonal e * exp (t • K) * A * (-K * exp (t • (-K))))
    = trace (diagonal e * exp (t • K) * (K * A - A * K) * exp (t • (-K)))
  refine congrArg trace ?_
  noncomm_ring
```

At t = 0, with A = P,

E_P′(0) = Σ_p e_p (K_pp f_p − f_p K_pp) = 0.

Each term vanishes separately, for any K. In an SCF calculation the same condition appears as a vanishing commutator FP − PF, in an orthonormal basis.

```lean
/-- Every determinant built from the eigenorbitals of the fixed Fock matrix is stationary
under orbital rotations. -/
theorem stationary (e : n → ℝ) (S : Finset n) (K : Matrix n n ℝ) :
    HasDerivAt (rotatedEnergy e (density S) K) 0 0 := by
  refine (hasDerivAt_rotatedEnergy e (density S) K 0).congr_deriv ?_
  simp only [rotatedEnergy, zero_smul, NormedSpace.exp_zero, mul_one]
  refine Finset.sum_eq_zero fun p _ => ?_
  rw [diag_apply, diagonal_mul, Matrix.sub_apply, density, mul_diagonal, diagonal_mul]
  ring
```

A second differentiation gives E_P″(0) = Tr(F[K, [K, P]]). The inner commutator has entries K_pq (f_q − f_p). With K_qp = −K_pq,

E_P″(0) = Σ_pq 2 e_p (f_q − f_p) K_pq².

Now write f_q − f_p = (1 − f_p) f_q − (1 − f_q) f_p and exchange the labels p and q in the second part:

E_P″(0) = Σ_(p empty, q occupied) 2(e_p − e_q) K_pq².

In the code, `h3` writes the pair sum with occupation factors, and `h4` is the exchange of labels. In a direct optimisation, the numbers 2(e_p − e_q) can serve as a diagonal approximation to the orbital Hessian; the two-electron terms omitted here can change the number of negative eigenvalues.

```lean
/-- For an antisymmetric generator, the curvature is a sum over empty-occupied pairs, each
squared amplitude weighted by twice the difference of the orbital energies. -/
theorem curvature_eq (e : n → ℝ) (S : Finset n) {K : Matrix n n ℝ} (hK : Kᵀ = -K) :
    curvature e S K = ∑ z ∈ Sᶜ ×ˢ S, 2 * (e z.1 - e z.2) * K z.1 z.2 ^ 2 := by
  have h3 : ∑ z ∈ Sᶜ ×ˢ S, 2 * (e z.1 - e z.2) * K z.1 z.2 ^ 2 = ∑ z : n × n,
      (1 - filling S z.1) * filling S z.2 * (2 * (e z.1 - e z.2) * K z.1 z.2 ^ 2) := by
    refine Finset.sum_subset_zero_on_sdiff (Finset.subset_univ _) ?_ ?_ <;> intro z hz <;>
      by_cases h1 : z.1 ∈ S <;> by_cases h2 : z.2 ∈ S <;> simp_all [filling]
  have hanti : ∀ p q, K q p = -K p q := fun p q => congrFun (congrFun hK p) q
  have hd : ∀ A, deriv (rotatedEnergy e A K) = rotatedEnergy e (K * A - A * K) K :=
    fun A => funext fun t => (hasDerivAt_rotatedEnergy e A K t).deriv
  have h1 : ∀ p q, (K * density S - density S * K) p q
      = K p q * (filling S q - filling S p) := by
    intro p q
    rw [Matrix.sub_apply, density, mul_diagonal, diagonal_mul]
    ring
  rw [curvature, hd, hd, h3, Fintype.sum_prod_type]
  simp only [rotatedEnergy, zero_smul, NormedSpace.exp_zero, mul_one]
  -- the double commutator gives the claimed sum up to a term that cancels by symmetry
  let u : n → n → ℝ := fun p q => (1 - filling S p) * filling S q * (2 * e q * K p q ^ 2)
  have h4 : ∑ p, ∑ q, u p q = ∑ p, ∑ q, u q p := Finset.sum_comm
  trans ∑ p, ∑ q, ((1 - filling S p) * filling S q * (2 * (e p - e q) * K p q ^ 2)
    + (u p q - u q p))
  · refine Finset.sum_congr rfl fun p _ => ?_
    rw [diag_apply, diagonal_mul, Matrix.sub_apply, mul_apply, mul_apply,
      ← Finset.sum_sub_distrib, Finset.mul_sum]
    refine Finset.sum_congr rfl fun q _ => ?_
    dsimp only [u]
    rw [h1, h1, hanti p q]
    ring
  · simp only [Finset.sum_add_distrib, Finset.sum_sub_distrib]
    linarith [h4]
```

## Counting negative directions

To build a space of negative curvature, choose an amplitude x_pq for each downhill pair and set K_pq = x_pq, K_qp = −x_pq, with all other entries zero.

```lean
/-- The antisymmetric generator with prescribed amplitudes on the downhill pairs. -/
def downhillRotation (e : n → ℝ) (S : Finset n) :
    (downhill e S → ℝ) →ₗ[ℝ] Matrix n n ℝ where
  toFun x := Matrix.of fun p q => (if h : (p, q) ∈ downhill e S then x ⟨_, h⟩ else 0)
    - (if h : (q, p) ∈ downhill e S then x ⟨_, h⟩ else 0)
  map_add' x y := by
    ext p q
    simp only [of_apply, Matrix.add_apply, Pi.add_apply]
    split_ifs <;> ring
  map_smul' c x := by
    ext p q
    simp only [of_apply, Matrix.smul_apply, Pi.smul_apply, smul_eq_mul, RingHom.id_apply]
    split_ifs <;> ring
```

On this space the curvature is Σ 2(e_p − e_q) x_pq² over downhill pairs, which is negative unless x = 0. Its dimension is the number of downhill pairs, because the amplitudes can be read back from K (`hval`).

No larger space will do. Let W be any space allowed in the definition, and map each K in W to its entries on the downhill pairs. If these all vanish, the remaining terms have e_p ≥ e_q, so the curvature is nonnegative and K must be zero. The map is injective (`hf`), which bounds the dimension of W.

```lean
/-- The saddle order of any determinant of eigenorbitals is its number of downhill pairs. -/
theorem saddleOrder_eq_card (e : n → ℝ) (S : Finset n) :
    IsSaddleOrder e S (downhill e S).card := by
  have hL : ∀ x p q, downhillRotation e S x p q =
      (if h : (p, q) ∈ downhill e S then x ⟨_, h⟩ else 0)
        - (if h : (q, p) ∈ downhill e S then x ⟨_, h⟩ else 0) := fun _ _ _ => rfl
  have hrev : ∀ p q, q ∈ S → (q, p) ∉ downhill e S := fun p q hq h =>
    Finset.mem_compl.1 (Finset.mem_product.1 (Finset.mem_filter.1 h).1).1 hq
  have hval : ∀ x (z : downhill e S), downhillRotation e S x z.1.1 z.1.2 = x z := by
    intro x z
    have hz := Finset.mem_product.1 (Finset.mem_filter.1 z.2).1
    rw [hL, dif_pos z.2, dif_neg (hrev _ _ hz.2), sub_zero]
  constructor
  · -- the downhill rotations form a space of the required dimension
    refine ⟨LinearMap.range (downhillRotation e S), ?_, ?_⟩
    · rintro _ ⟨x, rfl⟩
      have hanti : (downhillRotation e S x)ᵀ = -downhillRotation e S x := by
        ext p q
        rw [transpose_apply, Matrix.neg_apply, hL, hL, neg_sub]
      refine ⟨hanti, fun hne => ?_⟩
      obtain ⟨z, hz⟩ : ∃ z, x z ≠ 0 :=
        Function.ne_iff.1 (fun h : x = 0 => hne (by rw [h, map_zero]))
      have hzm := Finset.mem_filter.1 z.2
      rw [curvature_eq e S hanti]
      refine lt_of_lt_of_eq (Finset.sum_lt_sum (g := fun _ => (0 : ℝ)) (fun w hw => ?_)
        ⟨z.1, hzm.1, ?_⟩) Finset.sum_const_zero
      · by_cases hlt : e w.1 < e w.2
        · exact mul_nonpos_of_nonpos_of_nonneg (by linarith) (sq_nonneg _)
        · have hn : (w.1, w.2) ∉ downhill e S := fun h => hlt (Finset.mem_filter.1 h).2
          rw [hL, dif_neg hn, dif_neg (hrev _ _ (Finset.mem_product.1 hw).2)]
          simp
      · rw [hval]
        exact mul_neg_of_neg_of_pos (by linarith [hzm.2]) (by positivity)
    · rw [LinearMap.finrank_range_of_inj]
      · simp
      · intro x y hxy
        funext z
        rw [← hval x z, ← hval y z, hxy]
  · -- a generator that vanishes on all downhill pairs has nonnegative curvature
    rintro d ⟨W, hW, rfl⟩
    let f : W →ₗ[ℝ] (downhill e S → ℝ) :=
      { toFun := fun K z => K.1 z.1.1 z.1.2
        map_add' := fun _ _ => rfl
        map_smul' := fun _ _ => rfl }
    have hf : Function.Injective f := by
      rw [← LinearMap.ker_eq_bot, LinearMap.ker_eq_bot']
      intro K hK
      by_contra hne
      have hneg := (hW K.1 K.2).2 (fun h => hne (Subtype.ext h))
      rw [curvature_eq e S (hW K.1 K.2).1] at hneg
      refine absurd hneg (not_lt_of_ge (Finset.sum_nonneg fun z hz => ?_))
      by_cases hlt : e z.1 < e z.2
      · have h0 : K.1 z.1 z.2 = 0 := congrFun hK ⟨z, Finset.mem_filter.2 ⟨hz, hlt⟩⟩
        simp [h0]
      · exact mul_nonneg (by linarith) (sq_nonneg _)
    simpa using LinearMap.finrank_le_finrank_of_injective hf
```

## The promoted determinant

Count M levels from zero, fill the lowest N, and move one electron from i < N to a ≥ N.

```lean
/-- The occupied set after one electron is moved from level `i` to level `a`, starting from the
lowest `N` levels filled, when `i < N ≤ a`; levels are counted from zero. -/
def promoted {M : ℕ} (N : ℕ) (i a : Fin M) : Finset (Fin M) :=
  insert a ((Finset.univ.filter (fun q : Fin M => q.val < N)).erase i)
```

If the levels increase strictly, e_p < e_q means p < q. The downhill pairs are then

(i, k) for i < k < N,
(k, a) for N ≤ k < a,
(i, a).

Their number is (N − 1 − i) + (a − N) + 1 = a − i. The proof labels the first two kinds by k and the last by i, which matches the pairs one to one with the integers from i to a − 1; `omega` settles the inequalities. For N = 3, i = 1, a = 4, the pairs are (1, 2), (3, 4) and (1, 4).

Strict increase (`StrictMono`) excludes degeneracy: a pair with equal energies has zero curvature and would not count. In particular, the list of levels cannot contain both spin-orbitals of a spatial level when they have equal energy; the electrons may be taken to have a single spin.

```lean
/-- For strictly increasing levels with the lowest `N` filled, promoting one electron from a filled
level `i` to an empty level `a` gives exactly `a - i` downhill pairs. -/
theorem card_downhill_promoted {M N : ℕ} {e : Fin M → ℝ} (he : StrictMono e)
    {i a : Fin M} (hi : i.val < N) (ha : N ≤ a.val) :
    (downhill e (promoted N i a)).card = a.val - i.val := by
  have key : ∀ p q : Fin M, (p, q) ∈ downhill e (promoted N i a) ↔
      (¬(p.val = a.val ∨ (¬p.val = i.val ∧ p.val < N)) ∧
        (q.val = a.val ∨ (¬q.val = i.val ∧ q.val < N))) ∧ p.val < q.val := by
    intro p q
    simp only [downhill, promoted, Finset.mem_filter, Finset.mem_product, Finset.mem_compl,
      Finset.mem_insert, Finset.mem_erase, Finset.mem_univ, true_and, he.lt_iff_lt,
      Fin.lt_def, Fin.ext_iff, ne_eq]
  rw [← Nat.card_Ico i.val a.val]
  -- label a pair by its empty level if a is its occupied one, else by its occupied level
  refine Finset.card_bij
    (fun z _ => if z.2.val = a.val then z.1.val else z.2.val) ?_ ?_ ?_
  · rintro ⟨p, q⟩ h
    have h' := (key p q).1 h
    rw [Finset.mem_Ico]
    dsimp only
    split_ifs <;> omega
  · rintro ⟨p, q⟩ h ⟨r, s⟩ k hEq
    have h' := (key p q).1 h
    have k' := (key r s).1 k
    dsimp only at hEq
    have h1 : p.val = r.val := by split_ifs at hEq <;> omega
    have h2 : q.val = s.val := by split_ifs at hEq <;> omega
    exact Prod.ext (Fin.ext h1) (Fin.ext h2)
  · intro k hk
    rw [Finset.mem_Ico] at hk
    have hkM : k < M := lt_trans hk.2 a.isLt
    by_cases h : i.val < k ∧ k < N
    · exact ⟨(i, ⟨k, hkM⟩), (key _ _).2 (by dsimp only; omega),
        if_neg (show ¬k = a.val by omega)⟩
    · exact ⟨(⟨k, hkM⟩, a), (key _ _).2 (by dsimp only; omega), if_pos rfl⟩
```

Combining this count with the general saddle order gives a − i. A promotion from the highest filled level to the lowest empty one thus has order 1.

```lean
/-- For strictly increasing levels with the lowest `N` filled, promoting one electron from a
filled level `i` to an empty level `a` gives a determinant of saddle order `a - i`. -/
theorem saddleOrder_promoted {M N : ℕ} {e : Fin M → ℝ} (he : StrictMono e)
    {i a : Fin M} (hi : i.val < N) (ha : N ≤ a.val) :
    IsSaddleOrder e (promoted N i a) (a.val - i.val) := by
  rw [← card_downhill_promoted he hi ha]
  exact saddleOrder_eq_card e (promoted N i a)

end

end ExcitedDeterminantSaddle
```

```lean
#print axioms ExcitedDeterminantSaddle.stationary
-- 'ExcitedDeterminantSaddle.stationary' depends on axioms: [propext, Classical.choice, Quot.sound]
#print axioms ExcitedDeterminantSaddle.saddleOrder_promoted
-- 'ExcitedDeterminantSaddle.saddleOrder_promoted' depends on axioms: [propext, Classical.choice, Quot.sound]
```
